# Fourier similarity of a two-band exciton response matrix and a lattice Wannier operator

Let $k,k'$ be crystal momenta on a ring of $N\ge 1$ cells. For any gaps $E(k)$, interaction $v(q)$ and constant Fock fraction $\alpha$, the discrete Fourier transform $F$ turns the response matrix

$$A(k,k')=E(k)\,\delta_{kk'}-\frac{\alpha}{N}\,v(k-k')$$

into the Wannier operator

$$W(r,r')=T(r-r')-\alpha V(r)\,\delta_{rr'},\qquad FAF^{-1}=W,$$

where $T$ and $V$ are the $1/N$-normalised transforms of $E$ and $v$, and $r,r'$ are electron-hole separations. Hence $A$ and $W$ have the same characteristic polynomial.

In this finite model with one valence and one conduction band, the TDDFT response with a Fock term therefore takes the form of a Wannier equation, as does the Bethe-Salpeter equation with a statically screened direct term under the same simplifications. The theorems do not show that a bound pair forms; that depends on $E$, $v$ and $\alpha$. The constant $\alpha=1/\varepsilon$ stands for uniform static screening of the electron-hole attraction by a dielectric constant $\varepsilon$; it is an input. The model leaves out electron-hole exchange, the semilocal kernel, the coupling to de-excitations and the momentum dependence of the Bloch-orbital overlaps.

## Momenta, separations and the two operators

Momenta and separations are both elements of `ZMod N`, so sums and differences wrap around the ring. The assumption `NeZero N` excludes only $N=0$.

In Lean 4 with Mathlib:

```lean
import Mathlib

open Matrix

namespace WannierExcitonTDDFT

noncomputable section

variable {N : ℕ} [NeZero N]
```

The Bloch phase is $\varphi(x)=e^{2\pi i x/N}$, which is well defined modulo $N$.

```lean
/-- The Bloch phase `exp(2πi x/N)` on a ring of `N` cells. -/
def phase (x : ZMod N) : ℂ := ZMod.stdAddChar x
```

The Wannier component of a function $f$ of momentum is

$$f_r=\frac1N\sum_k f(k)\,\varphi(kr).$$

This fixes the sign and the normalisation: $T(r)$ is `wannier E r` and $V(r)$ is `wannier v r`.

```lean
/-- The Wannier component `(1/N) ∑ₖ f(k) exp(2πi k r/N)` of a function of crystal momentum. -/
def wannier (f : ZMod N → ℂ) (r : ZMod N) : ℂ := (∑ k, f k * phase (k * r)) / N
```

The matrix $A$ is `responseMatrix E v α`. All inputs may be complex. The physical case has real $E$ and $\alpha$, and $v(-q)=\overline{v(q)}$, which makes $A$ Hermitian.

```lean
/-- The response matrix in momentum space: the diagonal matrix of vertical gaps `E k` minus the Fock
term `α v(k - k') / N`. -/
def responseMatrix (E v : ZMod N → ℂ) (α : ℂ) : Matrix (ZMod N) (ZMod N) ℂ :=
  Matrix.of fun k k' => (if k = k' then E k else 0) - α * v (k - k') / N
```

In $W$, the dispersion of the gap appears as hopping between separations and the Fock term as a local potential $-\alpha V(r)$, which is attractive where $\alpha V(r)>0$. This is a lattice equation with the full dispersion; no effective-mass or continuum limit is taken.

```lean
/-- The Wannier operator in the electron-hole separation `r`: hopping `T(r - r')` and a local
potential `-α V(r)`. -/
def wannierOperator (E v : ZMod N → ℂ) (α : ℂ) : Matrix (ZMod N) (ZMod N) ℂ :=
  Matrix.of fun r r' => wannier E (r - r') - (if r = r' then α * wannier v r else 0)
```

The transform is $F(r,k)=\varphi(rk)$, and its inverse carries the factor $1/N$.

```lean
variable (N) in
/-- The discrete Fourier transform from crystal momentum to electron-hole separation. -/
def dft : Matrix (ZMod N) (ZMod N) ℂ := Matrix.of fun r k => phase (r * k)

variable (N) in
/-- The transform from electron-hole separation back to crystal momentum. -/
def dftInv : Matrix (ZMod N) (ZMod N) ℂ := Matrix.of fun k r => phase (-(k * r)) / N
```

With this choice $FX$ has $\sqrt N$ times the norm of $X$, so the normalised real-space envelope of a normalised $X$ is $FX/\sqrt N$. Had the transform been modelled as the unitary matrix $F/\sqrt N$, its inverse would be its adjoint and norms would be preserved, while $W$ and the spectrum would stay the same.

## Orthogonality of Bloch phases

The exponential law gives $\varphi(x+y)=\varphi(x)\varphi(y)$.

```lean
/-- Bloch phases multiply when their arguments add. -/
theorem phase_add (x y : ZMod N) : phase (x + y) = phase x * phase y :=
  AddChar.map_add_eq_mul _ x y
```

Let $S=\sum_k\varphi(kr)$. If $r=0$, every term is 1 and $S=N$. If $r\neq0$, shifting $k\to k+1$ gives $S=\varphi(r)S$ with $\varphi(r)\ne1$, so $S=0$. The code obtains the same sum from Mathlib's result for primitive additive characters.

```lean
/-- Orthogonality of Bloch phases: the sum over all momenta vanishes unless `r = 0`. -/
theorem sum_phase (r : ZMod N) :
    ∑ k : ZMod N, phase (k * r) = if r = 0 then (N : ℂ) else 0 := by
  unfold phase
  rw [AddChar.sum_mulShift r (ZMod.isPrimitive_stdAddChar N)]
  by_cases hr : r = 0 <;> simp [hr, ZMod.card]
```

It follows that

$$(FF^{-1})(r,r')=\frac1N\sum_k\varphi\big(k(r-r')\big)=\delta_{rr'}.$$

For square matrices a one-sided inverse is two-sided, which is the role of `mul_eq_one_comm`.

```lean
/-- The two Fourier matrices are inverse to each other. -/
theorem dft_inverse : dft N * dftInv N = 1 ∧ dftInv N * dft N = 1 := by
  have hN : (N : ℂ) ≠ 0 := Nat.cast_ne_zero.mpr (NeZero.ne N)
  have h : dft N * dftInv N = 1 := by
    refine Matrix.ext fun r r' => ?_
    have hk : ∀ k : ZMod N,
        phase (r * k) * (phase (-(k * r')) / N) = phase (k * (r - r')) / N := by
      intro k
      rw [← mul_div_assoc, ← phase_add, show r * k + -(k * r') = k * (r - r') by ring]
    simp only [Matrix.mul_apply, dft, dftInv, Matrix.of_apply, hk]
    rw [← Finset.sum_div, sum_phase, Matrix.one_apply]
    by_cases hr : r = r'
    · simp [hr, hN]
    · simp [hr, sub_eq_zero]
  exact ⟨h, mul_eq_one_comm.mp h⟩
```

## Recovering the band from its hoppings

Summing the Wannier components with the opposite phase gives

$$\sum_R f_R\,\varphi(-Rk)=\frac1N\sum_q f(q)\sum_R\varphi\big(R(q-k)\big)=f(k).$$

The `calc` chain follows this line: it merges the phases, exchanges the sums and keeps only $q=k$.

```lean
/-- The Bloch sum of the Wannier components of `f` returns `f` at every momentum. -/
theorem bloch_sum (f : ZMod N → ℂ) (k : ZMod N) :
    ∑ R, wannier f R * phase (-(R * k)) = f k := by
  have hN : (N : ℂ) ≠ 0 := Nat.cast_ne_zero.mpr (NeZero.ne N)
  calc ∑ R, wannier f R * phase (-(R * k))
      = ∑ R, ∑ q, f q * phase (R * (q - k)) / N := by
        refine Finset.sum_congr rfl fun R _ => ?_
        rw [wannier, div_mul_eq_mul_div, Finset.sum_mul, Finset.sum_div]
        refine Finset.sum_congr rfl fun q _ => ?_
        rw [mul_assoc, ← phase_add, show q * R + -(R * k) = R * (q - k) by ring]
    _ = ∑ q, f q * (∑ R, phase (R * (q - k))) / N := by
        rw [Finset.sum_comm]
        refine Finset.sum_congr rfl fun q _ => ?_
        rw [Finset.mul_sum, Finset.sum_div]
    _ = f k := by
        -- orthogonality leaves only the term q = k
        rw [Finset.sum_eq_single k]
        · rw [sum_phase, sub_self, if_pos rfl, mul_div_assoc, div_self hN, mul_one]
        · intro q _ hq
          rw [sum_phase, if_neg (sub_ne_zero.mpr hq), mul_zero, zero_div]
        · intro h
          exact absurd (Finset.mem_univ k) h
```

## Convolution becomes a local potential

Compare $FA$ and $WF$ at the entry $(r,k')$. In the Fock part of $FA$, put $k=q+k'$:

$$\sum_k\varphi(rk)\,\frac{\alpha v(k-k')}{N}=\varphi(rk')\,\frac{\alpha}{N}\sum_q v(q)\varphi(qr)=\alpha V(r)\,\varphi(rk').$$

In the hopping part of $WF$, put $R=r-r'$:

$$\sum_{r'}T(r-r')\varphi(r'k')=\varphi(rk')\sum_R T(R)\varphi(-Rk')=\varphi(rk')E(k').$$

Both products therefore equal $\varphi(rk')\,[E(k')-\alpha V(r)]$. The two displayed identities are `hV` and `hT`; each begins with the change of summation variable, made by `Equiv.sum_comp`.

```lean
/-- Applying the response matrix and then transforming to real space is the same as
transforming first and then applying the Wannier operator. -/
theorem dft_intertwines (E v : ZMod N → ℂ) (α : ℂ) :
    dft N * responseMatrix E v α = wannierOperator E v α * dft N := by
  refine Matrix.ext fun r k' => ?_
  -- the Fock convolution becomes a local potential
  have hV : ∑ k, phase (r * k) * (α * v (k - k') / N)
      = α * wannier v r * phase (r * k') := by
    rw [← Equiv.sum_comp (Equiv.addRight k')]
    simp only [Equiv.coe_addRight, add_sub_cancel_right]
    rw [wannier, Finset.sum_div, Finset.mul_sum, Finset.sum_mul]
    refine Finset.sum_congr rfl fun q _ => ?_
    rw [show r * (q + k') = q * r + r * k' by ring, phase_add]
    ring
  -- the hopping acts on a plane wave as multiplication by the gap
  have hT : ∑ r', wannier E (r - r') * phase (r' * k') = phase (r * k') * E k' := by
    rw [← Equiv.sum_comp (Equiv.subLeft r)]
    simp only [Equiv.subLeft_apply, sub_sub_cancel]
    rw [← bloch_sum E k', Finset.mul_sum]
    refine Finset.sum_congr rfl fun R _ => ?_
    rw [show (r - R) * k' = r * k' + -(R * k') by ring, phase_add]
    ring
  rw [Matrix.mul_apply, Matrix.mul_apply]
  simp only [dft, responseMatrix, wannierOperator, Matrix.of_apply, mul_sub, sub_mul,
    Finset.sum_sub_distrib]
  rw [hV, hT]
  simp only [mul_ite, mul_zero, ite_mul, zero_mul, Finset.sum_ite_eq, Finset.sum_ite_eq',
    Finset.mem_univ, if_true]
```

## Similarity and equal spectra

Multiplying $FA=WF$ on the right by $F^{-1}$ gives $FAF^{-1}=W$. Since $PQ$ and $QP$ have the same characteristic polynomial for square matrices, taking $P=FA$ and $Q=F^{-1}$ gives

$$\chi_W=\chi_{(FA)F^{-1}}=\chi_{F^{-1}(FA)}=\chi_A.$$

The excitation energies thus agree with their algebraic multiplicities.

```lean
/-- The discrete Fourier transform conjugates the response matrix to the Wannier operator,
and the two have the same characteristic polynomial. -/
theorem response_similar_wannier (E v : ZMod N → ℂ) (α : ℂ) :
    dft N * responseMatrix E v α * dftInv N = wannierOperator E v α ∧
      (responseMatrix E v α).charpoly = (wannierOperator E v α).charpoly := by
  have h : dft N * responseMatrix E v α * dftInv N = wannierOperator E v α := by
    rw [dft_intertwines, mul_assoc, dft_inverse.1, mul_one]
  refine ⟨h, ?_⟩
  rw [← h, Matrix.charpoly_mul_comm, ← mul_assoc, dft_inverse.2, one_mul]
```

The amplitudes correspond as well. If $AX=\omega X$, then $W(FX)=FAX=\omega FX$. Conversely, $W(FX)=\omega FX$ means $F(AX)=F(\omega X)$, and applying $F^{-1}$ returns $AX=\omega X$. In the code `hinj` supplies this cancellation. The equivalence also admits $X=0$; a nonzero $X$ has a nonzero envelope $FX$, because $F$ is invertible.

```lean
/-- An amplitude `X(k)` solves the response equation at frequency `ω` exactly when its
Fourier transform solves the Wannier equation at the same `ω`. -/
theorem exciton_envelope (E v : ZMod N → ℂ) (α ω : ℂ) (X : ZMod N → ℂ) :
    responseMatrix E v α *ᵥ X = ω • X ↔
      wannierOperator E v α *ᵥ (dft N *ᵥ X) = ω • (dft N *ᵥ X) := by
  have hinj : ∀ Y Z : ZMod N → ℂ, dft N *ᵥ Y = dft N *ᵥ Z → Y = Z := by
    intro Y Z h
    have h2 := congrArg (fun U => dftInv N *ᵥ U) h
    simpa only [Matrix.mulVec_mulVec, dft_inverse.2, Matrix.one_mulVec] using h2
  rw [Matrix.mulVec_mulVec, ← dft_intertwines, ← Matrix.mulVec_mulVec, ← Matrix.mulVec_smul]
  exact ⟨fun h => by rw [h], fun h => hinj _ _ h⟩
```

## A constant gap makes the Wannier operator diagonal

If $f(k)=c$ for every $k$, orthogonality gives $f_r=c\,\delta_{r0}$.

```lean
/-- A function that does not depend on momentum has only an on-site Wannier component. -/
theorem wannier_const (c : ℂ) (r : ZMod N) :
    wannier (fun _ => c) r = if r = 0 then c else 0 := by
  have hN : (N : ℂ) ≠ 0 := Nat.cast_ne_zero.mpr (NeZero.ne N)
  simp only [wannier, ← Finset.mul_sum, sum_phase]
  by_cases hr : r = 0 <;> simp [hr, hN]
```

For $E(k)=E_0$ the hopping is therefore $T(r-r')=E_0\,\delta_{rr'}$, so $W$ is diagonal and

$$\chi_A(x)=\prod_r\big(x-E_0+\alpha V(r)\big).$$

Each separation contributes one root, $E_0-\alpha V(r)$. In the proof, `hd` shows that $W$ is diagonal and `hc` does the same for the matrix whose determinant is the characteristic polynomial.

```lean
/-- For a constant gap `E₀` the characteristic polynomial of the response matrix is the product over
separations `r` of the factors `X - (E₀ - α V(r))`. -/
theorem flat_band_charpoly (E₀ : ℂ) (v : ZMod N → ℂ) (α : ℂ) :
    (responseMatrix (fun _ => E₀) v α).charpoly =
      ∏ r, (Polynomial.X - Polynomial.C (E₀ - α * wannier v r)) := by
  -- without dispersion there is no hopping, so the Wannier operator is diagonal
  have hd : wannierOperator (fun _ => E₀) v α
      = Matrix.diagonal fun r => E₀ - α * wannier v r := by
    refine Matrix.ext fun r r' => ?_
    simp only [wannierOperator, Matrix.of_apply, wannier_const, Matrix.diagonal_apply]
    by_cases h : r = r' <;> simp [h, sub_eq_zero]
  have hc : (Matrix.diagonal fun r => E₀ - α * wannier v r).charmatrix
      = Matrix.diagonal fun r => Polynomial.X - Polynomial.C (E₀ - α * wannier v r) := by
    refine Matrix.ext fun r r' => ?_
    by_cases h : r = r'
    · subst h
      simp
    · simp [h]
  rw [(response_similar_wannier _ v α).2, hd, Matrix.charpoly, hc, Matrix.det_diagonal]

end

end WannierExcitonTDDFT
```

```lean
#print axioms WannierExcitonTDDFT.response_similar_wannier
#print axioms WannierExcitonTDDFT.exciton_envelope
#print axioms WannierExcitonTDDFT.flat_band_charpoly
```

```
'WannierExcitonTDDFT.response_similar_wannier' depends on axioms: [propext, Classical.choice, Quot.sound]
'WannierExcitonTDDFT.exciton_envelope' depends on axioms: [propext, Classical.choice, Quot.sound]
'WannierExcitonTDDFT.flat_band_charpoly' depends on axioms: [propext, Classical.choice, Quot.sound]
```

## Dispersion breaks the factorisation by separation

The constant-gap formula fails already for two cells once the gap varies. Take $N=2$, $\alpha=1$, $v(0)=v(1)=2$, $E(0)=G$ and $E(1)=G+\Delta$, with $\Delta$ real and nonzero and $G$ large enough that both roots below are positive. Then

$$A=\begin{pmatrix}G-1&-1\\-1&G+\Delta-1\end{pmatrix},\qquad \omega_\pm=G-1+\frac{\Delta\pm\sqrt{\Delta^2+4}}{2}.$$

Here $V(0)=2$ and $V(1)=0$, a contact attraction, so the formula would put the roots at $E_0-2$ and $E_0$, a distance 2 apart for every choice of $E_0$. The actual distance is $\sqrt{\Delta^2+4}>2$. The similarity to $W$ still holds, but $W$ now has the off-diagonal hopping $T(1)=-\Delta/2$, which mixes the two separations.
